# The quartic $w^2-gz^4$ as $p^2+4gx^4-2\hbar\sqrt g\,x$ for $g>0$ and a canonical pair with invertible $z$

Let $A$ be an associative complex algebra with unit. A pair $(x,p)$ in $A$ is called canonical if $xp-px=i\hbar$, where $\hbar$ is a real number and the right-hand side is a multiple of the unit. Units are chosen so that $2m=1$, which makes the kinetic energy the square of the momentum.

The starting point is a canonical pair $(z,w)$ with $z$ invertible, and a coupling $g>0$. Two changes of variables follow:

$$X=\tfrac{i}{4}z^2,\qquad P=-2i\,z^{-1}w,$$

$$x=\frac{P}{4\sqrt g},\qquad p=-4\sqrt g\left(X+\frac{iP^2}{32g}\right).$$

The result is that $(x,p)$ is again canonical and that

$$w^2-gz^4=p^2+4gx^4-2\hbar\sqrt g\,x .$$

In between stands the Hamiltonian $iXP^2+\tfrac{\hbar}{2}P+16gX^2$, which equals both sides. Its equality with the right-hand side needs only $g>0$ and a canonical pair $(X,P)$.

The condition $g>0$ makes the potential $-gz^4$ unbounded below on the real axis. The PT-symmetric problem is therefore posed on a contour in the complex plane, and invertibility of $z$ stands for a contour that avoids the origin. The term linear in $x$ is called the anomaly: it is proportional to $\hbar$ and comes from operator ordering.

## The linear term in a spectral code

For this one-particle, one-dimensional model, a program may replace the contour problem by the right-sign quartic on the real line. It then relies on the coefficients $4g$ and $-2\hbar\sqrt g$. Without the linear term, the program would diagonalise a different Hamiltonian, one that is even in $x$.

A check with truncated matrices needs some care. The trace of a commutator of $N\times N$ matrices is zero, whereas the trace of $i\hbar\,1$ is $i\hbar N$, so no such matrices with $N\ge1$ form a canonical pair when $\hbar\neq0$. If $X$ and $P$ are truncated in a harmonic-oscillator basis, the intermediate identity should be compared on matrix elements well below the cut-off, where the truncation has no effect.

## Two changes of variables, worked out

**From $(z,w)$ to $(X,P)$.** The relation $wz=zw-i\hbar$, used twice, gives $wz^2=z^2w-2i\hbar z$. Hence $z^{-1}wz^2=zw-2i\hbar$, while $z^2z^{-1}w=zw$. Since $\tfrac i4\cdot(-2i)=\tfrac12$,

$$XP-PX=\tfrac12\left(zw-zw+2i\hbar\right)=i\hbar .$$

For the Hamiltonian, $zw=wz+i\hbar$ gives

$$z^2(z^{-1}w)^2=zw\,z^{-1}w=w^2+i\hbar z^{-1}w .$$

The three terms are therefore

$$iXP^2=w^2+i\hbar z^{-1}w,\qquad \tfrac{\hbar}{2}P=-i\hbar z^{-1}w,\qquad 16gX^2=-gz^4,$$

and their sum is $w^2-gz^4$.

**From $(X,P)$ to $(x,p)$.** The new momentum can be written as

$$p=-4\sqrt g\,X-\frac{i}{8\sqrt g}P^2 .$$

The second term commutes with $x$, so

$$xp-px=-(PX-XP)=XP-PX=i\hbar .$$

To expand $p^2$, one needs $P^2X$ with $X$ on the left. From $PX=XP-i\hbar$,

$$P^2X=P(XP-i\hbar)=(XP-i\hbar)P-i\hbar P=XP^2-2i\hbar P .$$

Therefore

$$\begin{aligned}
p^2&=16gX^2+\tfrac i2\left(XP^2+P^2X\right)-\frac{P^4}{64g}\\
&=16gX^2+iXP^2+\hbar P-\frac{P^4}{64g}.
\end{aligned}$$

The other two terms are

$$4gx^4=\frac{P^4}{64g},\qquad -2\hbar\sqrt g\,x=-\tfrac{\hbar}{2}P .$$

The $P^4$ terms cancel, and half of $\hbar P$ survives:

$$p^2+4gx^4-2\hbar\sqrt g\,x=iXP^2+\tfrac{\hbar}{2}P+16gX^2 .$$

**The anomaly is nonzero.** Suppose that $\hbar\ne0$, that $1\neq0$ in $A$, and that the linear term vanishes. Then $x=0$, and the commutation relation reads $0=i\hbar$, a contradiction.

## The Lean file

```lean
import Mathlib

open Complex

namespace PTQuartic

noncomputable section

variable {A : Type*} [Ring A] [Algebra ℂ A]

/-- The canonical commutation relation `x p - p x = i ħ`. -/
def Canonical (hbar : ℝ) (x p : A) : Prop :=
  x * p - p * x = (I * hbar) • (1 : A)

/-- The quartic Hamiltonian `w² - g z⁴`, which has the wrong sign for `g > 0`. -/
def quarticH (g : ℝ) (z w : A) : A := w ^ 2 - (g : ℂ) • z ^ 4

/-- The quadratic change of coordinate `X = i z² / 4`. -/
def pointX (z : A) : A := (I / 4) • z ^ 2

/-- The momentum `P = -2i z⁻¹ w` that accompanies `X = i z² / 4`, for invertible `z`. -/
def pointP (z : Aˣ) (w : A) : A := (-(2 * I)) • ((↑z⁻¹ : A) * w)

/-- The intermediate Hamiltonian `i X P² + ħ P / 2 + 16 g X²`. -/
def lineH (hbar g : ℝ) (X P : A) : A :=
  I • (X * P ^ 2) + ((hbar : ℂ) / 2) • P + (16 * (g : ℂ)) • X ^ 2

/-- The new position `x = P / (4 √g)`, for `g > 0`. -/
def dualX (g : ℝ) (P : A) : A := (1 / (4 * ((√g : ℝ) : ℂ))) • P

/-- The new momentum `p = -4 √g (X + i P² / (32 g))`, for `g > 0`. -/
def dualP (g : ℝ) (X P : A) : A :=
  (-(4 * ((√g : ℝ) : ℂ))) • (X + (I / (32 * (g : ℂ))) • P ^ 2)

/-- For `g > 0`, the quartic Hamiltonian with the right sign and a linear term,
`p² + 4 g x⁴ - 2 ħ √g x`. -/
def dualH (hbar g : ℝ) (x p : A) : A :=
  p ^ 2 + (4 * (g : ℂ)) • x ^ 4 - (2 * (hbar : ℂ) * ((√g : ℝ) : ℂ)) • x

/-- If `z` is invertible and `(z, w)` is a canonical pair, then so is
`(i z² / 4, -2i z⁻¹ w)`. -/
theorem point_canonical (hbar : ℝ) (z : Aˣ) (w : A) (h : Canonical hbar (z : A) w) :
    Canonical hbar (pointX (z : A)) (pointP z w) := by
  unfold Canonical at h
  have hwz : w * (z : A) = z * w - (I * hbar) • (1 : A) := by rw [← h]; abel
  have h1 : (z : A) ^ 2 * ((↑z⁻¹ : A) * w) = z * w := by
    rw [sq (z : A), mul_assoc, Units.mul_inv_cancel_left]
  -- move `w` to the right through `z²`
  have h3 : w * (z : A) * z = z * (z * w) - (2 * I * hbar) • (z : A) := by
    rw [hwz, sub_mul, mul_assoc (z : A) w z, hwz, mul_sub, smul_mul_assoc, one_mul,
      mul_smul_comm, mul_one]
    module
  have h2 : (↑z⁻¹ : A) * w * (z : A) ^ 2 = z * w - (2 * I * hbar) • (1 : A) := by
    rw [sq (z : A), mul_assoc (↑z⁻¹ : A) w, ← mul_assoc w, h3, mul_sub,
      Units.inv_mul_cancel_left, mul_smul_comm, Units.inv_mul]
  have e : -(I ^ 3) * hbar - I * hbar = 0 := by
    linear_combination (-I * hbar) * Complex.I_sq
  unfold Canonical pointX pointP
  simp only [smul_mul_assoc, mul_smul_comm, h1, h2]
  linear_combination (norm := module) e • (1 : A)

/-- For a canonical pair with invertible `z`, the Hamiltonian `w² - g z⁴` equals
`i X P² + ħ P / 2 + 16 g X²` in the variables `X = i z² / 4`, `P = -2i z⁻¹ w`. -/
theorem point_hamiltonian (hbar g : ℝ) (z : Aˣ) (w : A) (h : Canonical hbar (z : A) w) :
    quarticH g (z : A) w = lineH hbar g (pointX (z : A)) (pointP z w) := by
  unfold Canonical at h
  have hzw : (z : A) * w = w * z + (I * hbar) • (1 : A) := by rw [← h]; abel
  have h0 : (z : A) ^ 2 * ((↑z⁻¹ : A) * w) = z * w := by
    rw [sq (z : A), mul_assoc, Units.mul_inv_cancel_left]
  -- the commutator produces the term linear in the momentum
  have h1 : (z : A) ^ 2 * ((↑z⁻¹ : A) * w) ^ 2
      = w ^ 2 + (I * hbar) • ((↑z⁻¹ : A) * w) := by
    rw [sq ((↑z⁻¹ : A) * w), ← mul_assoc ((z : A) ^ 2), h0, hzw, add_mul, mul_assoc w,
      Units.mul_inv_cancel_left, smul_mul_assoc, one_mul, ← sq w]
  have h4 : ((z : A) ^ 2) ^ 2 = (z : A) ^ 4 := (pow_mul (z : A) 2 2).symm
  have e1 : 1 - I ^ 4 = 0 := by linear_combination (1 - I ^ 2) * Complex.I_sq
  have e2 : I * hbar - I ^ 5 * hbar = 0 := by
    linear_combination (I * hbar * (1 - I ^ 2)) * Complex.I_sq
  have e3 : -(g : ℂ) - g * I ^ 2 = 0 := by linear_combination (-(g : ℂ)) * Complex.I_sq
  unfold quarticH lineH pointX pointP
  simp only [smul_pow, smul_mul_assoc, mul_smul_comm, h1, h4]
  linear_combination (norm := module)
    e1 • (w ^ 2) + e2 • ((↑z⁻¹ : A) * w) + e3 • ((z : A) ^ 4)

/-- For `g > 0` the number `√g` is nonzero and squares to `g`, also as a complex number. -/
theorem sqrt_coupling {g : ℝ} (hg : 0 < g) :
    ((√g : ℝ) : ℂ) ≠ 0 ∧ (g : ℂ) = ((√g : ℝ) : ℂ) ^ 2 := by
  refine ⟨Complex.ofReal_ne_zero.mpr (Real.sqrt_pos.mpr hg).ne', ?_⟩
  rw [← Complex.ofReal_pow, Real.sq_sqrt hg.le]

/-- For `g > 0` the new momentum is `p = -4 √g X - (i/2) P² / (4 √g)`. -/
theorem dualP_eq {g : ℝ} (hg : 0 < g) (X P : A) :
    dualP g X P = (-(4 * ((√g : ℝ) : ℂ))) • X
      - (I / 2 * (1 / (4 * ((√g : ℝ) : ℂ)))) • P ^ 2 := by
  obtain ⟨hs, hs2⟩ := sqrt_coupling hg
  have e : I / 2 * (1 / (4 * ((√g : ℝ) : ℂ)))
      = 4 * ((√g : ℝ) : ℂ) * (I / (32 * (g : ℂ))) := by
    rw [hs2]
    field_simp
    ring
  unfold dualP
  linear_combination (norm := module) e • (P ^ 2)

/-- For `g > 0` and a canonical pair `(X, P)`, the new position and momentum
`(x, p)` are again a canonical pair. -/
theorem dual_canonical (hbar : ℝ) {g : ℝ} (hg : 0 < g) (X P : A)
    (h : Canonical hbar X P) : Canonical hbar (dualX g P) (dualP g X P) := by
  have hs := (sqrt_coupling hg).1
  have e : 4 * ((√g : ℝ) : ℂ) * (1 / (4 * ((√g : ℝ) : ℂ))) = 1 :=
    mul_one_div_cancel (mul_ne_zero (by norm_num) hs)
  have hc : P ^ 2 * P = P * P ^ 2 := by rw [sq, mul_assoc]
  rw [dualP_eq hg]
  unfold Canonical dualX at *
  generalize 1 / (4 * ((√g : ℝ) : ℂ)) = c at e ⊢
  simp only [smul_mul_assoc, mul_smul_comm, mul_sub, sub_mul, hc]
  linear_combination (norm := module) h + e • (X * P - P * X)

/-- For `g > 0` and `X P - P X = i ħ`, the Hamiltonian `i X P² + ħ P / 2 + 16 g X²`
equals `p² + 4 g x⁴ - 2 ħ √g x` in the new position and momentum. -/
theorem dual_hamiltonian (hbar : ℝ) {g : ℝ} (hg : 0 < g) (X P : A)
    (h : Canonical hbar X P) :
    lineH hbar g X P = dualH hbar g (dualX g P) (dualP g X P) := by
  obtain ⟨hs, hs2⟩ := sqrt_coupling hg
  have e : 4 * ((√g : ℝ) : ℂ) * (1 / (4 * ((√g : ℝ) : ℂ))) = 1 :=
    mul_one_div_cancel (mul_ne_zero (by norm_num) hs)
  unfold Canonical at h
  have hPX : P * X = X * P - (I * hbar) • (1 : A) := by rw [← h]; abel
  -- reordering `P² X` produces a term linear in `P`
  have hord : P ^ 2 * X = X * P ^ 2 - (2 * I * hbar) • P := by
    rw [sq P, mul_assoc P P X, hPX, mul_sub, ← mul_assoc P X P, hPX, sub_mul,
      mul_smul_comm, mul_one, smul_mul_assoc, one_mul, mul_assoc X P P]
    module
  have hsq : ∀ a b : ℂ, (a • X - b • P ^ 2) ^ 2
      = a ^ 2 • X ^ 2 - (a * b) • (X * P ^ 2 + P ^ 2 * X) + b ^ 2 • P ^ 4 := by
    intro a b
    rw [sq (a • X - b • P ^ 2), sq X, show P ^ 4 = P ^ 2 * P ^ 2 from pow_add P 2 2]
    simp only [sub_mul, mul_sub, smul_mul_assoc, mul_smul_comm]
    module
  rw [dualP_eq hg]
  unfold lineH dualH dualX
  rw [hsq, smul_pow, hs2]
  generalize 1 / (4 * ((√g : ℝ) : ℂ)) = c at e ⊢
  generalize ((√g : ℝ) : ℂ) = s at e ⊢
  have eT : I - 4 * s * c * I = 0 := by linear_combination (-I) * e
  have eP : (hbar : ℂ) / 2 + 4 * s * c * I ^ 2 * hbar + 2 * hbar * s * c = 0 := by
    linear_combination (4 * s * c * hbar) * Complex.I_sq - (hbar / 2 : ℂ) * e
  -- the two `P⁴` terms cancel
  have eQ : -(I / 2 * c) ^ 2 - 4 * s ^ 2 * c ^ 4 = 0 := by
    linear_combination (-(c ^ 2) / 4) * Complex.I_sq - (c ^ 2 / 4 * (4 * s * c + 1)) * e
  linear_combination (norm := module)
    (-(2 * s * c * I)) • hord + eT • (X * P ^ 2) + eP • P + eQ • (P ^ 4)

/-- For `g > 0`, invertible `z` and `z w - w z = i ħ`, there is an explicit canonical pair `(x, p)`
in which `w² - g z⁴ = p² + 4 g x⁴ - 2 ħ √g x`. -/
theorem pt_quartic_equivalence (hbar : ℝ) {g : ℝ} (hg : 0 < g) (z : Aˣ) (w : A)
    (h : Canonical hbar (z : A) w) :
    Canonical hbar (dualX g (pointP z w)) (dualP g (pointX (z : A)) (pointP z w)) ∧
    quarticH g (z : A) w =
      dualH hbar g (dualX g (pointP z w)) (dualP g (pointX (z : A)) (pointP z w)) := by
  have hXP := point_canonical hbar z w h
  exact ⟨dual_canonical hbar hg _ _ hXP,
    (point_hamiltonian hbar g z w h).trans (dual_hamiltonian hbar hg _ _ hXP)⟩

/-- For `ħ ≠ 0`, `g > 0` and a canonical pair in a nontrivial algebra, the linear
term cannot be dropped from `p² + 4 g x⁴ - 2 ħ √g x`. -/
theorem anomaly_ne [Nontrivial A] {hbar g : ℝ} (hh : hbar ≠ 0) (hg : 0 < g) (x p : A)
    (h : Canonical hbar x p) : dualH hbar g x p ≠ p ^ 2 + (4 * (g : ℂ)) • x ^ 4 := by
  intro heq
  have hh' : (hbar : ℂ) ≠ 0 := Complex.ofReal_ne_zero.mpr hh
  have hx : x = 0 := (smul_eq_zero.mp (sub_eq_self.mp heq)).resolve_left
    (mul_ne_zero (mul_ne_zero two_ne_zero hh') (sqrt_coupling hg).1)
  -- a vanishing position contradicts the commutation relation
  unfold Canonical at h
  rw [hx, zero_mul, mul_zero, sub_zero] at h
  exact (smul_ne_zero (mul_ne_zero Complex.I_ne_zero hh') one_ne_zero) h.symm

/-- Multiplication by `z` on the coefficients of two-sided series in `z`: the
invertible shift `(z f)(n) = f(n - 1)`. -/
def shiftZ : (Module.End ℂ (ℤ → ℂ))ˣ where
  val := LinearMap.funLeft ℂ ℂ (fun n : ℤ => n - 1)
  inv := LinearMap.funLeft ℂ ℂ (fun n : ℤ => n + 1)
  val_inv := LinearMap.ext fun f => funext fun n => by simp [LinearMap.funLeft_apply]
  inv_val := LinearMap.ext fun f => funext fun n => by simp [LinearMap.funLeft_apply]

/-- The momentum `-i ħ d/dz` on the coefficients of two-sided series in `z`:
`(w f)(n) = -i ħ (n + 1) f(n + 1)`. -/
def shiftW (hbar : ℝ) : Module.End ℂ (ℤ → ℂ) where
  toFun f n := -(I * hbar) * ((n : ℂ) + 1) * f (n + 1)
  map_add' f k := by
    funext n
    simp only [Pi.add_apply]
    ring
  map_smul' c f := by
    funext n
    simp only [Pi.smul_apply, smul_eq_mul, RingHom.id_apply]
    ring

/-- The shift `z` and the momentum `-i ħ d/dz` on two-sided coefficient sequences
are a canonical pair with invertible `z`. -/
theorem pt_quartic_witness (hbar : ℝ) :
    Canonical hbar (shiftZ : Module.End ℂ (ℤ → ℂ)) (shiftW hbar) := by
  refine LinearMap.ext fun f => funext fun n => ?_
  change -(I * hbar) * (((n - 1 : ℤ) : ℂ) + 1) * f (n - 1 + 1)
    - -(I * hbar) * ((n : ℂ) + 1) * f (n + 1 - 1) = (I * hbar) * f n
  rw [sub_add_cancel, add_sub_cancel_right]
  push_cast
  ring

end

end PTQuartic
```

```lean
#print axioms PTQuartic.pt_quartic_equivalence
#print axioms PTQuartic.anomaly_ne
```

```
'PTQuartic.pt_quartic_equivalence' depends on axioms: [propext, Classical.choice, Quot.sound]
'PTQuartic.anomaly_ne' depends on axioms: [propext, Classical.choice, Quot.sound]
```

## From the code to the algebra

`Canonical hbar x p` is the commutation relation. The type `A` is any complex algebra, and `z : Aˣ` is an element supplied with a two-sided inverse. The definitions `pointX` and `pointP` give $X$ and $P$, while `dualX` and `dualP` give $x$ and $p$. The three Hamiltonians are `quarticH`, `lineH` and `dualH`. These are plain formulas with no commutation relation built in; the theorems that need the relation take it as the hypothesis `h`.

The theorem `pt_quartic_equivalence` says that for every real $\hbar$, every $g>0$ and every canonical pair $(z,w)$ with invertible $z$, the constructed pair is canonical and the two quartic Hamiltonians are the same element of `A`. It combines four results:

- `point_canonical` and `point_hamiltonian` carry out the first change of variables. Their local equations `h1`, `h2` and `h3` move $w$ past powers of $z$ or cancel $z$ against its inverse, as in the derivation.
- `dual_canonical` and `dual_hamiltonian` carry out the second. The lemma `sqrt_coupling` supplies $\sqrt g\ne0$ and $(\sqrt g)^2=g$ as complex numbers, and `dualP_eq` rewrites $p$ in the form used for squaring.

In `dual_hamiltonian`, `hord` is the reordering of $P^2X$ and `hsq` expands the square without assuming that $X$ and $P$ commute. The `generalize` steps then replace $\sqrt g$ and $1/(4\sqrt g)$ by letters $s$ and $c$, keeping only $4sc=1$. The equations `eT`, `eP` and `eQ` match the coefficients of $XP^2$, $P$ and $P^4$. The final `linear_combination (norm := module)` adds these equations and `hord` with the stated weights and checks that the remaining difference vanishes by linear algebra over $\mathbb C$.

The theorem `anomaly_ne` is the contradiction argument for the linear term. Finally, `pt_quartic_witness` gives a concrete canonical pair with invertible $z$, acting on two-sided coefficient sequences:

$$(zf)(n)=f(n-1),\qquad (wf)(n)=-i\hbar(n+1)f(n+1).$$

Here $(zwf)(n)=-i\hbar n f(n)$ and $(wzf)(n)=-i\hbar(n+1)f(n)$, whose difference is $i\hbar f(n)$. The main theorem therefore applies to actual operators for every real $\hbar$.

## Operator identity versus equality of spectra

The theorems confirm the coefficients and signs for the operator ordering written here. A symbolic-algebra routine that uses another ordering, such as $P^2X$ in place of $XP^2$, may show a different linear term in the intermediate Hamiltonian.

The theorems contain no Hilbert space, inner product, operator domain or boundary condition. In particular, they do not say that $x$ and $p$ are self-adjoint, or that they can be represented by multiplication and $-i\hbar\,d/dx$ on the real line. A code that equates the eigenvalues of the contour problem with those of the real-line quartic uses this further analytic step, which has to be justified separately. The witness does not provide it, because its sequences are arbitrary and carry no norm.

The file also gives no eigenvalues and no estimate of discretisation or truncation error.
